# Charge transfer vanishes for complete ALMO subspaces

Let $H$ be a real symmetric $n\times n$ matrix with ascending eigenvalues $\varepsilon_j$, $0\le j<n$, let $k\le n$, and put $L_k=\sum_{i<k}\varepsilon_i$. Every $n\times k$ matrix $C$ with linearly independent columns satisfies $E(C)=\operatorname{tr}[(C^TC)^{-1}C^THC]\ge L_k$. Confine column $i$ to a subspace $V_i\subseteq\mathbb R^n$ and call the infimum $E_{\rm ALMO}(V)$. If some such $C$ exists, enlarging the subspaces never raises this infimum; when every subspace is all of $\mathbb R^n$ the value $L_k$ is attained and the charge-transfer energy, defined as $L_k-E_{\rm ALMO}(V)$, is zero. This is a model of how the charge-transfer term in energy decomposition with absolutely localized molecular orbitals (ALMOs) depends on the subspaces allowed to the orbitals, for non-interacting spinless electrons with a fixed one-electron Hamiltonian in a finite orthonormal basis. The total space $\mathbb R^n$, and with it the unconstrained energy, is held fixed. When fragment basis sets are enlarged so that the total space grows too, the unconstrained energy can drop as well, and the monotonicity of the charge-transfer energy proved here does not cover that case.

## The objects

```lean
import Mathlib

open Matrix Finset

namespace AlmoChargeTransfer

noncomputable section

variable {n k : ℕ} {H U : Matrix (Fin n) (Fin n) ℝ} {ε : Fin n → ℝ}
```

`Fin n` is the index set $\{0,\dots,n-1\}$, so `H` and `U` are real $n\times n$ matrices and `ε` is a list of $n$ reals.

```lean
/-- `U` is orthogonal, `H = U diag(ε) Uᵀ`, and the levels `ε` are in ascending order. -/
structure IsSpectral (H U : Matrix (Fin n) (Fin n) ℝ) (ε : Fin n → ℝ) : Prop where
  orth : Uᵀ * U = 1
  diag : H = U * diagonal ε * Uᵀ
  mono : Monotone ε
```

This bundles three conditions: $U^TU=1$, $H=U\operatorname{diag}(\varepsilon)U^T$, and $\varepsilon_i\le\varepsilon_j$ for $i\le j$. Column $j$ of $U$ is a normalised eigenvector $u_j$. Degenerate levels are allowed.

```lean
/-- The orbitals (columns of `C`) are linearly independent. -/
def FullRank (C : Matrix (Fin n) (Fin k) ℝ) : Prop := ∀ x, C *ᵥ x = 0 → x = 0
```

`C *ᵥ x` is the product $Cx$. The condition $Cx=0\Rightarrow x=0$ says that the $k$ orbitals, the columns of $C$, are linearly independent.

```lean
/-- Energy `tr((CᵀC)⁻¹ CᵀHC)` of non-orthogonal orbitals. -/
def energy (H : Matrix (Fin n) (Fin n) ℝ) (C : Matrix (Fin n) (Fin k) ℝ) : ℝ :=
  trace ((Cᵀ * C)⁻¹ * (Cᵀ * H * C))
```

With the overlap $S=C^TC$ this is $E(C)=\operatorname{tr}(S^{-1}C^THC)$, one electron per orbital. The factor $S^{-1}$ accounts for orbitals that are neither normalised nor orthogonal. $H$ does not depend on $C$, so self-consistent fields are not modelled.

```lean
/-- Density matrix `C (CᵀC)⁻¹ Cᵀ` of non-orthogonal orbitals. -/
def density (C : Matrix (Fin n) (Fin k) ℝ) : Matrix (Fin n) (Fin n) ℝ := C * (Cᵀ * C)⁻¹ * Cᵀ
```

The density matrix is $P=CS^{-1}C^T$.

```lean
/-- Sum of the first `k` levels. -/
def lowSum (ε : Fin n → ℝ) (hk : k ≤ n) : ℝ := ∑ i : Fin k, ε (Fin.castLE hk i)
```

This is $L_k$. `Fin.castLE hk i` is the index $i<k$ regarded as an index below $n$, which `hk : k ≤ n` permits.

```lean
/-- The first `k` columns of `U`. -/
def aufbau (U : Matrix (Fin n) (Fin n) ℝ) (hk : k ≤ n) : Matrix (Fin n) (Fin k) ℝ :=
  U.submatrix id (Fin.castLE hk)
```

The matrix $A=(u_0,\dots,u_{k-1})$ holds the $k$ lowest eigenvectors.

```lean
/-- ALMO constraint: full rank, with orbital `i` in the subspace `V i`. -/
def Admissible (V : Fin k → Submodule ℝ (Fin n → ℝ)) (C : Matrix (Fin n) (Fin k) ℝ) : Prop :=
  FullRank C ∧ ∀ i, (fun a => C a i) ∈ V i
```

A `Submodule` is a linear subspace, and `fun a => C a i` is column $i$. Orbitals of one fragment would share the span of its basis functions, but the $V_i$ are arbitrary and may overlap.

```lean
/-- Infimum of the energy under the ALMO constraint. -/
def almoEnergy (H : Matrix (Fin n) (Fin n) ℝ) (V : Fin k → Submodule ℝ (Fin n → ℝ)) : ℝ :=
  sInf (energy H '' {C | Admissible V C})
```

`energy H '' {C | Admissible V C}` is the set of energies of admissible $C$, and `sInf` is its infimum $E_{\rm ALMO}(V)$.

```lean
/-- Charge-transfer energy: unconstrained infimum minus the ALMO infimum. -/
def chargeTransfer (H : Matrix (Fin n) (Fin n) ℝ) (V : Fin k → Submodule ℝ (Fin n → ℝ)) : ℝ :=
  sInf (energy H '' {C : Matrix (Fin n) (Fin k) ℝ | FullRank C}) - almoEnergy H V
```

The sign convention is $\Delta E_{\rm CT}(V)=\inf_{C\ \text{full rank}}E(C)-E_{\rm ALMO}(V)$, so stabilisation is negative.

## The lower bound

```lean
/-- Every real symmetric matrix has an orthogonal eigenbasis with ascending levels. -/
theorem exists_isSpectral (hS : H.IsSymm) : ∃ U ε, IsSpectral H U ε := by
  have hH : H.IsHermitian := by
    rw [IsHermitian, conjTranspose_eq_transpose_of_trivial]; exact hS
  obtain ⟨W, e, hW, hd⟩ : ∃ (W : Matrix (Fin n) (Fin n) ℝ) (e : Fin n → ℝ),
      Wᵀ * W = 1 ∧ H = W * diagonal e * Wᵀ := by
    refine ⟨hH.eigenvectorUnitary, hH.eigenvalues, ?_, ?_⟩
    · have h := mem_unitaryGroup_iff'.1 hH.eigenvectorUnitary.2
      rwa [star_eq_conjTranspose, conjTranspose_eq_transpose_of_trivial] at h
    · have h := hH.spectral_theorem
      rw [Unitary.conjStarAlgAut_apply, star_eq_conjTranspose,
        conjTranspose_eq_transpose_of_trivial] at h
      exact h
  have hx : ∀ (W : Matrix (Fin n) (Fin n) ℝ) (e : Fin n → ℝ) a b,
      (W * diagonal e * Wᵀ) a b = ∑ j, W a j * e j * W b j := by
    intro W e a b; rw [mul_apply]; simp [mul_diagonal]
  -- reorder the eigenvectors
  refine ⟨W.submatrix id (Tuple.sort e), e ∘ Tuple.sort e, ?_, ?_, Tuple.monotone_sort e⟩
  · ext i j
    have := congrFun (congrFun hW (Tuple.sort e i)) (Tuple.sort e j)
    simpa [mul_apply, one_apply] using this
  · ext a b
    rw [hd, hx, hx]
    exact (Equiv.sum_comp (Tuple.sort e) fun j => W a j * e j * W b j).symm
```

Every symmetric $H$ has such $U$ and $\varepsilon$, so assuming `IsSpectral` amounts to assuming symmetry. Mathlib's `spectral_theorem` gives $H=W\operatorname{diag}(e)W^T$ with $W$ orthogonal and $e$ unsorted. The permutation `Tuple.sort e` reorders levels and columns together, which leaves $H_{ab}=\sum_jW_{aj}e_jW_{bj}$ unchanged.

```lean
/-- Linearly independent orbitals have a nonsingular overlap matrix. -/
theorem overlap_det_ne_zero {C : Matrix (Fin n) (Fin k) ℝ} (hC : FullRank C) :
    (Cᵀ * C).det ≠ 0 := by
  intro h
  obtain ⟨v, hv, h0⟩ := Matrix.exists_mulVec_eq_zero_iff.2 h
  refine hv (hC v (dotProduct_self_eq_zero.1 ?_))
  have : v ⬝ᵥ (Cᵀ * C) *ᵥ v = (C *ᵥ v) ⬝ᵥ (C *ᵥ v) := by
    rw [← mulVec_mulVec, dotProduct_mulVec, vecMul_transpose]
  rw [← this, h0, dotProduct_zero]
```

Full rank gives $\det S\neq0$. Otherwise $Sv=0$ for some $v\ne0$, so $|Cv|^2=v^TSv=0$, hence $Cv=0$ and $v=0$, a contradiction.

```lean
/-- The density of `k` independent orbitals is symmetric, idempotent and of trace `k`. -/
theorem density_projector {C : Matrix (Fin n) (Fin k) ℝ} (hC : FullRank C) :
    (density C)ᵀ = density C ∧ density C * density C = density C ∧ trace (density C) = k := by
  have hu : IsUnit (Cᵀ * C).det := isUnit_iff_ne_zero.2 (overlap_det_ne_zero hC)
  refine ⟨?_, ?_, ?_⟩
  · simp only [density, transpose_mul, transpose_nonsing_inv, transpose_transpose,
      Matrix.mul_assoc]
  · calc density C * density C = C * ((Cᵀ * C)⁻¹ * (Cᵀ * C)) * (Cᵀ * C)⁻¹ * Cᵀ := by
          simp only [density, Matrix.mul_assoc]
      _ = density C := by rw [nonsing_inv_mul _ hu, Matrix.mul_one, density]
  · rw [density, trace_mul_cycle, mul_nonsing_inv _ hu]; simp
```

The three branches give three properties. $P^T=P$ because $S$, and with it $S^{-1}$, is symmetric. Next, $P^2=C(S^{-1}S)S^{-1}C^T=P$. Finally `trace_mul_cycle` gives $\operatorname{tr}P=\operatorname{tr}(C^TCS^{-1})=k$.

```lean
/-- Occupations in `[0, 1]` adding up to `k` weight ascending levels to at least the sum of
the first `k`. -/
theorem lowSum_le_occupied (hk : k ≤ n) (hε : Monotone ε) (w : Fin n → ℝ)
    (h0 : ∀ j, 0 ≤ w j) (h1 : ∀ j, w j ≤ 1) (hs : ∑ j, w j = k) :
    lowSum ε hk ≤ ∑ j, w j * ε j := by
  have key : ∀ f : Fin n → ℝ,
      ∑ i : Fin k, f (Fin.castLE hk i) = ∑ j : Fin n, if j.val < k then f j else 0 := by
    intro f
    rw [← sum_filter]
    refine sum_bij (fun i _ => Fin.castLE hk i) ?_ ?_ ?_ ?_
    · intro i _; exact mem_filter.2 ⟨mem_univ _, i.2⟩
    · intro a _ b _ h; exact Fin.castLE_injective hk h
    · intro j hj; exact ⟨⟨j.val, (mem_filter.1 hj).2⟩, mem_univ _, Fin.ext rfl⟩
    · intros; rfl
  have hc : ∑ j : Fin n, (if j.val < k then (1 : ℝ) else 0) = k :=
    (key fun _ => 1).symm.trans (by simp)
  -- a Fermi level separating the first `k` levels from the rest
  obtain ⟨μ, hlo, hhi⟩ : ∃ μ, (∀ j : Fin n, j.val < k → ε j ≤ μ) ∧
      ∀ j : Fin n, ¬ j.val < k → μ ≤ ε j := by
    by_cases h : k < n
    · exact ⟨ε ⟨k, h⟩, fun j hj => hε (Fin.le_def.2 hj.le),
        fun j hj => hε (Fin.le_def.2 (not_lt.1 hj))⟩
    · obtain ⟨μ, hμ⟩ := (Set.finite_range ε).bddAbove
      exact ⟨μ, fun j _ => hμ ⟨j, rfl⟩, fun j hj => absurd (by omega) hj⟩
  have hsum : ∑ j : Fin n, ((if j.val < k then ε j else 0) - μ * if j.val < k then 1 else 0)
      ≤ ∑ j, (w j * ε j - μ * w j) := by
    refine sum_le_sum fun j _ => ?_
    split_ifs with hj
    · nlinarith [mul_nonneg (sub_nonneg.2 (h1 j)) (sub_nonneg.2 (hlo j hj))]
    · nlinarith [mul_nonneg (h0 j) (sub_nonneg.2 (hhi j hj))]
  simp only [sum_sub_distrib, ← mul_sum] at hsum
  rw [hc, hs] at hsum
  rw [lowSum, key]
  linarith
```

For occupations $0\le w_j\le1$ with $\sum_jw_j=k$, the claim is $L_k\le\sum_jw_j\varepsilon_j$. Choose a Fermi level $\mu$ with $\varepsilon_j\le\mu$ for $j<k$ and $\mu\le\varepsilon_j$ for $j\ge k$: take $\mu=\varepsilon_k$ if $k<n$, and any upper bound of the levels if $k=n$. For $j<k$, $(1-w_j)(\mu-\varepsilon_j)\ge0$ rearranges to $\varepsilon_j-\mu\le w_j\varepsilon_j-\mu w_j$. For $j\ge k$, $0\le w_j(\varepsilon_j-\mu)$. These two products are the hints handed to `nlinarith` in `hsum`. Summing over all $j$,
$$L_k-\mu k\le\sum_jw_j\varepsilon_j-\mu k,$$
and $\mu k$ cancels. The helper `key` turns a sum over $i<k$ into a sum over all $j$ with an indicator.

```lean
/-- The energy of any `k` linearly independent orbitals is at least the sum of the `k` lowest
eigenvalues of `H`. -/
theorem lowSum_le_energy (h : IsSpectral H U ε) (hk : k ≤ n) {C : Matrix (Fin n) (Fin k) ℝ}
    (hC : FullRank C) : lowSum ε hk ≤ energy H C := by
  have hUU : U * Uᵀ = 1 := mul_eq_one_comm.1 h.orth
  have e1 : energy H C = trace (density C * H) := by
    unfold energy density
    rw [← Matrix.mul_assoc, trace_mul_comm]; simp only [Matrix.mul_assoc]
  obtain ⟨hs, hi, ht⟩ := density_projector hC
  rw [e1, h.diag]
  generalize density C = P at hs hi ht ⊢
  -- pass to the eigenbasis
  have e2 : trace (P * (U * diagonal ε * Uᵀ)) = trace (Uᵀ * P * U * diagonal ε) := by
    rw [← Matrix.mul_assoc, trace_mul_comm]; simp only [Matrix.mul_assoc]
  have qs : (Uᵀ * P * U)ᵀ = Uᵀ * P * U := by
    simp only [transpose_mul, transpose_transpose, hs, Matrix.mul_assoc]
  have qi : Uᵀ * P * U * (Uᵀ * P * U) = Uᵀ * P * U :=
    calc _ = Uᵀ * P * (U * Uᵀ) * P * U := by simp only [Matrix.mul_assoc]
      _ = _ := by rw [hUU, Matrix.mul_one, Matrix.mul_assoc Uᵀ P P, hi]
  have qt : trace (Uᵀ * P * U) = k := by rw [trace_mul_cycle, hUU, Matrix.one_mul, ht]
  rw [e2]
  generalize Uᵀ * P * U = Q at qs qi qt ⊢
  -- the diagonal of a projector lies in `[0, 1]`
  have hw : ∀ j, 0 ≤ Q j j ∧ Q j j ≤ 1 := by
    intro j
    have hjj : ∑ l, Q j l * Q l j = Q j j := congrFun (congrFun qi j) j
    have hsq : Q j j = ∑ l, Q j l ^ 2 := hjj.symm.trans (sum_congr rfl fun l _ => by
      have : Q l j = Q j l := congrFun (congrFun qs j) l
      rw [this, sq])
    have hle : Q j j ^ 2 ≤ ∑ l, Q j l ^ 2 :=
      single_le_sum (f := fun l => Q j l ^ 2) (fun l _ => sq_nonneg _) (mem_univ j)
    rw [← hsq] at hle
    exact ⟨by nlinarith [sq_nonneg (Q j j)], by nlinarith [sq_nonneg (Q j j - 1)]⟩
  have := lowSum_le_occupied hk h.mono (fun j => Q j j) (fun j => (hw j).1) (fun j => (hw j).2) qt
  simpa [trace, mul_diagonal] using this
```

This is $L_k\le E(C)$ for every full-rank $C$. Cyclicity of the trace gives $E(C)=\operatorname{tr}(PH)$ (`e1`) and, with $Q=U^TPU$,
$$\operatorname{tr}\big(PU\operatorname{diag}(\varepsilon)U^T\big)=\operatorname{tr}\big(Q\operatorname{diag}(\varepsilon)\big)=\sum_jQ_{jj}\varepsilon_j$$
(`e2` and the last line). Since $UU^T=1$, we get $Q^T=Q$, $Q^2=U^TP(UU^T)PU=Q$ and $\operatorname{tr}Q=\operatorname{tr}P=k$ (`qs`, `qi`, `qt`). Then $Q_{jj}=\sum_lQ_{jl}Q_{lj}=\sum_lQ_{jl}^2\ge Q_{jj}^2$, which forces $0\le Q_{jj}\le1$ (`hw`). The previous theorem applies with $w_j=Q_{jj}$. The tactic `generalize` replaces $P$ and then $Q$ by fresh matrix variables of which only these three properties are known.

## Attaining the bound

```lean
/-- The `k` lowest eigenvectors are independent and have the sum of the `k` lowest eigenvalues
as their energy. -/
theorem aufbau_energy (h : IsSpectral H U ε) (hk : k ≤ n) :
    FullRank (aufbau U hk) ∧ energy H (aufbau U hk) = lowSum ε hk := by
  have hO : (aufbau U hk)ᵀ * aufbau U hk = 1 := by
    ext i j
    have := congrFun (congrFun h.orth (Fin.castLE hk i)) (Fin.castLE hk j)
    simpa [aufbau, mul_apply, one_apply, Fin.ext_iff] using this
  have hD : Uᵀ * H * U = diagonal ε := by
    rw [h.diag]
    calc _ = Uᵀ * U * diagonal ε * (Uᵀ * U) := by simp only [Matrix.mul_assoc]
      _ = _ := by rw [h.orth, Matrix.one_mul, Matrix.mul_one]
  refine ⟨fun x hx => ?_, ?_⟩
  · rw [← one_mulVec x, ← hO, ← mulVec_mulVec, hx, mulVec_zero]
  · rw [energy, hO, inv_one, Matrix.one_mul]
    refine sum_congr rfl fun i _ => ?_
    have := congrFun (congrFun hD (Fin.castLE hk i)) (Fin.castLE hk i)
    simpa [aufbau, mul_apply] using this
```

$A^TA=1$ is a block of $U^TU=1$ (`hO`), so $Ax=0$ gives $x=A^TAx=0$. With unit overlap, $E(A)=\sum_{i<k}u_i^THu_i=L_k$, read off the diagonal of $U^THU=\operatorname{diag}(\varepsilon)$ (`hD`).

```lean
/-- If each `V i` contains the `i`-th eigenvector, the ALMO energies have the sum of the `k`
lowest eigenvalues as their minimum. -/
theorem almo_isLeast (h : IsSpectral H U ε) (hk : k ≤ n) {V : Fin k → Submodule ℝ (Fin n → ℝ)}
    (hV : ∀ i, (fun a => U a (Fin.castLE hk i)) ∈ V i) :
    IsLeast (energy H '' {C | Admissible V C}) (lowSum ε hk) :=
  ⟨⟨aufbau U hk, ⟨(aufbau_energy h hk).1, hV⟩, (aufbau_energy h hk).2⟩,
    by rintro _ ⟨C, hC, rfl⟩; exact lowSum_le_energy h hk hC.1⟩
```

`IsLeast` says that a number belongs to the set and bounds it from below. If $u_i\in V_i$ for each $i<k$, then $A$ is admissible, so $L_k$ is reached, and the lower bound makes it the minimum. This is a sufficient condition, weaker than completeness.

```lean
/-- The charge-transfer energy is the sum of the `k` lowest eigenvalues minus the ALMO energy. -/
theorem chargeTransfer_eq (h : IsSpectral H U ε) (hk : k ≤ n)
    (V : Fin k → Submodule ℝ (Fin n → ℝ)) :
    chargeTransfer H V = lowSum ε hk - almoEnergy H V := by
  have : IsLeast (energy H '' {C : Matrix (Fin n) (Fin k) ℝ | FullRank C}) (lowSum ε hk) :=
    ⟨⟨aufbau U hk, (aufbau_energy h hk).1, (aufbau_energy h hk).2⟩,
      by rintro _ ⟨C, hC, rfl⟩; exact lowSum_le_energy h hk hC⟩
  rw [chargeTransfer, this.csInf_eq]
```

The same pair of facts identifies the unconstrained infimum as $L_k$, so $\Delta E_{\rm CT}(V)=L_k-E_{\rm ALMO}(V)$.

```lean
/-- Enlarging feasible subspaces from `V` to `W` does not raise the ALMO energy, which stays
at or above the sum of the `k` lowest eigenvalues, and does not lower the charge-transfer
energy, which stays at or below
zero. For complete `W` the sum is attained and charge transfer vanishes. -/
theorem almo_charge_transfer (h : IsSpectral H U ε) (hk : k ≤ n)
    {V W : Fin k → Submodule ℝ (Fin n → ℝ)} (hVW : ∀ i, V i ≤ W i) (hne : ∃ C, Admissible V C) :
    lowSum ε hk ≤ almoEnergy H W ∧ almoEnergy H W ≤ almoEnergy H V ∧
      chargeTransfer H V ≤ chargeTransfer H W ∧ chargeTransfer H W ≤ 0 ∧
      ((∀ i, W i = ⊤) → IsLeast (energy H '' {C | Admissible W C}) (lowSum ε hk) ∧
        chargeTransfer H W = 0) := by
  obtain ⟨C₀, hC₀⟩ := hne
  have hsub : energy H '' {C | Admissible V C} ⊆ energy H '' {C | Admissible W C} :=
    Set.image_mono fun C hC => ⟨hC.1, fun i => hVW i (hC.2 i)⟩
  have hV : (energy H '' {C | Admissible V C}).Nonempty := ⟨_, C₀, hC₀, rfl⟩
  have hb : lowSum ε hk ∈ lowerBounds (energy H '' {C | Admissible W C}) := by
    rintro _ ⟨C, hC, rfl⟩; exact lowSum_le_energy h hk hC.1
  have h1 : lowSum ε hk ≤ almoEnergy H W := le_csInf (hV.mono hsub) hb
  have h2 : almoEnergy H W ≤ almoEnergy H V := csInf_le_csInf ⟨_, hb⟩ hV hsub
  rw [chargeTransfer_eq h hk, chargeTransfer_eq h hk]
  refine ⟨h1, h2, by linarith, by linarith, fun hW => ?_⟩
  have hl := almo_isLeast h hk (V := W) fun i => by rw [hW i]; trivial
  exact ⟨hl, by rw [almoEnergy, hl.csInf_eq, sub_self]⟩
```

`hVW` says $V_i\subseteq W_i$ for all $i$, `hne` says that some $C$ is admissible for $V$, and `⊤` is the whole space $\mathbb R^n$. The conclusions are
$$L_k\le E_{\rm ALMO}(W)\le E_{\rm ALMO}(V),\qquad\Delta E_{\rm CT}(V)\le\Delta E_{\rm CT}(W)\le0,$$
and, if every $W_i=\mathbb R^n$, $L_k$ is the minimum of the ALMO energies and $\Delta E_{\rm CT}(W)=0$.

By hand, a matrix admissible for $V$ is admissible for $W$, so the energies for $V$ form a subset of those for $W$ (`hsub`). That larger set is non-empty and bounded below by $L_k$ (`hb`), which gives `h1`. An infimum over more candidates is no larger, which gives `h2`. Subtracting from $L_k$ turns these into the two charge-transfer inequalities. For complete $W$ every $u_i$ lies in $W_i$, and `almo_isLeast` finishes. For general subspaces the statement concerns the infimum and says nothing about whether it is reached. Completeness means spanning the finite space, not a limit of growing basis sets.

## A two-site example

```lean
/-- One orbital restricted to vanish on site 1 of a two-site system. -/
def siteZero : Fin 1 → Submodule ℝ (Fin 2 → ℝ) :=
  fun _ => LinearMap.ker (LinearMap.proj 1 : (Fin 2 → ℝ) →ₗ[ℝ] ℝ)
```

Here $n=2$ and $k=1$, and the subspace is the kernel of $x\mapsto x_1$: vectors $(c,0)^T$ on site $0$.

```lean
/-- A two-site Hamiltonian with levels `0, 25`: one orbital confined to site 0 is feasible and
gives charge-transfer energy `-16`. -/
theorem chargeTransfer_witness :
    IsSpectral !![16, -12; -12, 9] !![3 / 5, -4 / 5; 4 / 5, 3 / 5] ![0, 25] ∧
      Admissible siteZero !![1; 0] ∧ chargeTransfer !![16, -12; -12, 9] siteZero = -16 := by
  have h : IsSpectral !![16, -12; -12, 9] !![3 / 5, -4 / 5; 4 / 5, 3 / 5] ![0, 25] := by
    refine ⟨?_, ?_, ?_⟩
    · ext i j; rw [mul_apply]
      fin_cases i <;> fin_cases j <;> norm_num [Fin.sum_univ_two]
    · ext i j; rw [mul_apply]; simp only [mul_diagonal]
      fin_cases i <;> fin_cases j <;> norm_num [Fin.sum_univ_two]
    · intro i j hij; fin_cases i <;> fin_cases j <;> simp_all
  have ha : Admissible siteZero !![1; 0] := by
    refine ⟨fun x hx => ?_, fun i => by fin_cases i; simp [siteZero]⟩
    have := congrFun hx 0
    ext i; fin_cases i
    simpa [mulVec, dotProduct] using this
  have he : ∀ C, Admissible siteZero C → energy !![16, -12; -12, 9] C = 16 := by
    intro C hC
    have h1 : C 1 0 = 0 := by simpa [siteZero] using hC.2 0
    have h2 : Cᵀ * (!![16, -12; -12, 9] : Matrix (Fin 2) (Fin 2) ℝ) * C
        = (16 : ℝ) • (Cᵀ * C) := by
      ext i j
      obtain rfl : i = 0 := Subsingleton.elim _ _
      obtain rfl : j = 0 := Subsingleton.elim _ _
      simp only [mul_apply, Fin.sum_univ_two, transpose_apply, Matrix.smul_apply, smul_eq_mul, h1]
      have h00 : (!![16, -12; -12, 9] : Matrix (Fin 2) (Fin 2) ℝ) 0 0 = 16 := rfl
      rw [h00]
      ring
    rw [energy, h2, Matrix.mul_smul,
      nonsing_inv_mul _ (isUnit_iff_ne_zero.2 (overlap_det_ne_zero hC.1))]
    simp
  have hl : IsLeast (energy !![16, -12; -12, 9] '' {C | Admissible siteZero C}) 16 :=
    ⟨⟨_, ha, he _ ha⟩, by rintro _ ⟨C, hC, rfl⟩; exact (he C hC).ge⟩
  refine ⟨h, ha, ?_⟩
  rw [chargeTransfer_eq h (by norm_num), almoEnergy, hl.csInf_eq]
  have : lowSum ![(0 : ℝ), 25] (by norm_num : 1 ≤ 2) = 0 := Fin.sum_univ_one _
  rw [this]; norm_num

end

end AlmoChargeTransfer
```

The matrix $H=\begin{pmatrix}16&-12\\-12&9\end{pmatrix}$ has $u_0=(3/5,4/5)^T$ at level $0$ and $u_1=(-4/5,3/5)^T$ at level $25$. An admissible $C=(c,0)^T$ has $c\neq0$ and $C^THC=16\,C^TC$ (`h2`), so $E=16c^2/c^2=16$ (`he`). Hence $\Delta E_{\rm CT}=0-16=-16$: the inequality $\Delta E_{\rm CT}\le0$ can be strict.

```lean
#print axioms AlmoChargeTransfer.exists_isSpectral
-- 'AlmoChargeTransfer.exists_isSpectral' depends on axioms: [propext, Classical.choice, Quot.sound]
#print axioms AlmoChargeTransfer.almo_charge_transfer
-- 'AlmoChargeTransfer.almo_charge_transfer' depends on axioms: [propext, Classical.choice, Quot.sound]
```

## Dropped hypotheses and limiting sizes

What follows is argued on paper and was not passed through Lean. Without nesting, take the two-site $H$ with $V_0=\mathbb R^2$ and $W_0$ the site-$0$ line: $E_{\rm ALMO}(W)=16$ exceeds $E_{\rm ALMO}(V)=0$. Without `hne`, take $n=k=1$, $H=(1)$, $V_0=\{0\}$, $W_0=\mathbb R$: nothing is admissible for $V$, Lean assigns the empty set of reals the infimum $0$, and $E_{\rm ALMO}(W)=1$ lies above it.

For $k=1$, $E$ is the Rayleigh quotient $c^THc/c^Tc$ of the single column $c$, and the bound is $\varepsilon_0$. For $k=n$, a full-rank $C$ is invertible, $P=1$ and $E=\operatorname{tr}H=L_n$, so any feasible constraint has zero charge transfer. For $k=0$ all energies are $0$.
